# A Fock map h + G(D) with linear G is the derivative of an energy exactly when tr(A G(B)) = tr(B G(A))

Let $h$ be a real symmetric matrix and $G$ a linear map from real symmetric matrices to themselves. A differentiable energy $E$ whose derivative at every $D$, along every symmetric $X$, is $\mathrm{tr}\big((h+G(D))X\big)$ exists if and only if

$$\mathrm{tr}(A\,G(B))=\mathrm{tr}(B\,G(A))\quad\text{for all symmetric }A,B.$$

In finite-basis Hartree-Fock theory with real matrices, $h$ is the one-electron matrix, $D$ the density matrix and $G(D)$ the mean field. The condition, called reciprocity below, tells whether a given linear mean field comes from an energy defined on all symmetric matrices, with no restriction to a fixed electron number.

## Matrices, trace and Fock map

```lean
import Mathlib

noncomputable section

namespace FockIntegrability
```

Mathlib is Lean's mathematical library; the namespace prefixes the names that follow.

```lean
/-- The real subspace of symmetric matrices. -/
def symSubspace (n : Type*) : Submodule ℝ (Matrix n n ℝ) where
  carrier := {A | A.transpose = A}
  add_mem' := fun {A B} hA hB => by
    simp only [Set.mem_ofPred_eq] at *
    rw [Matrix.transpose_add, hA, hB]
  zero_mem' := Matrix.transpose_zero
  smul_mem' := fun c A hA => by
    simp only [Set.mem_ofPred_eq] at *
    rw [Matrix.transpose_smul, hA]
```

This is the set of matrices with $A^T=A$, together with proofs that it contains zero and is closed under sums and real multiples.

```lean
/-- Real symmetric matrices, the space of density matrices and Fock matrices. -/
abbrev SymMat (n : Type*) := ↥(symSubspace n)
```

An element of `SymMat n` is a matrix bundled with a proof of its symmetry: `A.1` is the matrix, `A.2` the proof. The type `n` labels the basis functions. Every symmetric matrix is allowed as $D$; neither idempotency nor a fixed electron number is imposed.

```lean
variable {n : Type*} [Fintype n]

/-- The trace product `tr(A B)` of two symmetric matrices, as a bilinear form. -/
def trProd : SymMat n →ₗ[ℝ] SymMat n →ₗ[ℝ] ℝ :=
  LinearMap.mk₂ ℝ (fun A B => (A.1 * B.1).trace)
    (fun A B C => by simp [Matrix.add_mul])
    (fun c A B => by simp)
    (fun A B C => by simp [Matrix.mul_add])
    (fun c A B => by simp)
```

From here on the basis is finite. `trProd A B` is $\mathrm{tr}(AB)$, and the arrow `→ₗ[ℝ]` denotes a real-linear map. The four short proofs check linearity in each argument.

```lean
/-- The Fock matrix `F(D) = h + G(D)`. -/
def fock (h : SymMat n) (G : SymMat n →ₗ[ℝ] SymMat n) (D : SymMat n) : SymMat n :=
  h + G D
```

This is $F(D)=h+G(D)$. Linearity of $G$ covers Hartree-Fock, but not a density functional whose potential is nonlinear in $D$.

```lean
/-- `E` has the derivative `tr(F(D) X)` at every `D` along every symmetric `X`. -/
def IsFockEnergy (h : SymMat n) (G : SymMat n →ₗ[ℝ] SymMat n) (E : SymMat n → ℝ) : Prop :=
  ∀ D X, HasDerivAt (fun t : ℝ => E (D + t • X)) (trProd (fock h G D) X) 0
```

`HasDerivAt f a t` says that $f$ has derivative $a$ at $t$. The definition therefore reads

$$\frac{d}{dt}E(D+tX)\Big|_{t=0}=\mathrm{tr}(F(D)X)\quad\text{for all }D,X.$$

```lean
/-- The mean-field energy `tr(h D) + tr(D G(D)) / 2`. -/
def meanFieldEnergy (h : SymMat n) (G : SymMat n →ₗ[ℝ] SymMat n) (D : SymMat n) : ℝ :=
  trProd h D + trProd D (G D) / 2
```

The candidate energy is $E_{\rm mf}(D)=\mathrm{tr}(hD)+\tfrac12\mathrm{tr}(D\,G(D))$, where the half avoids counting each pair interaction twice.

## From an energy to reciprocity

```lean
/-- The trace product is symmetric. -/
theorem trProd_comm (A B : SymMat n) : trProd A B = trProd B A :=
  Matrix.trace_mul_comm A.1 B.1
```

This is $\mathrm{tr}(AB)=\mathrm{tr}(BA)$.

```lean
/-- The derivative of `a s + b s²` at `t` is `a + 2 b t`. -/
theorem hasDerivAt_quadratic (a b t : ℝ) :
    HasDerivAt (fun s : ℝ => a * s + b * (s * s)) (a + 2 * b * t) t :=
  (((hasDerivAt_id' t).const_mul a).fun_add
    (((hasDerivAt_id' t).fun_mul (hasDerivAt_id' t)).const_mul b)).congr_deriv (by ring)
```

The derivative of $as+bs^2$ at $t$ is $a+2bt$.

```lean
variable {h : SymMat n} {G : SymMat n →ₗ[ℝ] SymMat n} {E : SymMat n → ℝ}

/-- For any energy whose derivative is the Fock matrix, a finite change `X` of the density
matrix changes the energy by `tr(F(D) X) + tr(G(X) X) / 2`. -/
theorem energy_increment (hE : IsFockEnergy h G E) (D X : SymMat n) :
    E (D + X) - E D = trProd (fock h G D) X + trProd (G X) X / 2 := by
  -- the slope at every point of the line through `D` along `X`
  have line : ∀ t : ℝ, HasDerivAt (fun s : ℝ => E (D + s • X))
      (trProd (fock h G (D + t • X)) X) t := by
    intro t
    have e : (fun s : ℝ => E (D + s • X)) = fun s => E (D + t • X + (s - t) • X) := by
      funext s
      congr 1
      module
    have h2 : HasDerivAt (fun s : ℝ => E (D + t • X + s • X))
        (trProd (fock h G (D + t • X)) X) (t - t) := by
      rw [sub_self]
      exact hE (D + t • X) X
    rw [e]
    exact h2.comp_sub_const t t
  -- subtracting the expected quadratic leaves a constant
  have flat : ∀ t : ℝ, HasDerivAt (fun s : ℝ => E (D + s • X) -
      (trProd (fock h G D) X * s + trProd (G X) X / 2 * (s * s))) 0 t := by
    intro t
    refine ((line t).fun_sub (hasDerivAt_quadratic _ _ t)).congr_deriv ?_
    simp only [fock, map_add, map_smul, LinearMap.add_apply, LinearMap.smul_apply, smul_eq_mul]
    ring
  have key := is_const_of_deriv_eq_zero (fun t => (flat t).differentiableAt)
    (fun t => (flat t).deriv) 1 0
  simp only [one_smul, zero_smul, add_zero] at key
  linarith
```

Suppose $E$ is any energy with the prescribed derivative, and follow it along the line $D+tX$. Because $G$ is linear, the slope is affine in $t$:

$$\frac{d}{dt}E(D+tX)=\mathrm{tr}(F(D+tX)X)=\mathrm{tr}(F(D)X)+t\,\mathrm{tr}(G(X)X).$$

Integrating from 0 to 1 gives

$$E(D+X)-E(D)=\mathrm{tr}(F(D)X)+\tfrac12\mathrm{tr}(G(X)X).$$

In Lean, `line` obtains the slope at every $t$ by moving the base point to $D+tX$. Instead of integrating, `flat` subtracts the expected quadratic and finds derivative zero. The remainder is thus constant, and `key` compares its values at 1 and 0.

```lean
/-- If the Fock matrix is the derivative of an energy, then `tr(A G(B)) = tr(B G(A))`. -/
theorem reciprocity_of_energy (hE : IsFockEnergy h G E) (A B : SymMat n) :
    trProd A (G B) = trProd B (G A) := by
  -- compare the paths 0 → A → A + B and 0 → B → A + B
  have h1 := energy_increment hE 0 A
  have h2 := energy_increment hE A B
  have h3 := energy_increment hE 0 B
  have h4 := energy_increment hE B A
  rw [add_comm B A] at h4
  rw [zero_add] at h1 h3
  simp only [fock, map_zero, add_zero, map_add, LinearMap.add_apply] at h1 h2 h3 h4
  rw [trProd_comm A (G B), trProd_comm B (G A)]
  linarith
```

Go from $0$ to $A+B$ by way of $A$. The two increments add up to

$$\mathrm{tr}(hA)+\tfrac12\mathrm{tr}(G(A)A)+\mathrm{tr}(hB)+\mathrm{tr}(G(A)B)+\tfrac12\mathrm{tr}(G(B)B).$$

By way of $B$, the only change is that $\mathrm{tr}(G(B)A)$ replaces $\mathrm{tr}(G(A)B)$. Both sums equal $E(A+B)-E(0)$, so the two cross terms are equal, which is reciprocity. The steps `h1` to `h4` are the four increments, and `linarith` does the linear arithmetic. Only directional derivatives have been used.

## From reciprocity to an energy

```lean
/-- For any linear `G`, the derivative of the mean-field energy at `D` along `X` is
`tr(h X) + (tr(X G(D)) + tr(D G(X))) / 2`. -/
theorem meanFieldEnergy_hasDerivAt (h : SymMat n) (G : SymMat n →ₗ[ℝ] SymMat n)
    (D X : SymMat n) :
    HasDerivAt (fun t : ℝ => meanFieldEnergy h G (D + t • X))
      (trProd h X + (trProd X (G D) + trProd D (G X)) / 2) 0 := by
  have e : (fun t : ℝ => meanFieldEnergy h G (D + t • X)) = fun t =>
      meanFieldEnergy h G D + ((trProd h X + (trProd X (G D) + trProd D (G X)) / 2) * t
        + trProd X (G X) / 2 * (t * t)) := by
    funext t
    simp only [meanFieldEnergy, map_add, map_smul, LinearMap.add_apply, LinearMap.smul_apply,
      smul_eq_mul]
    ring
  rw [e]
  exact ((hasDerivAt_quadratic _ _ 0).const_add (meanFieldEnergy h G D)).congr_deriv (by ring)

attribute [local instance] Matrix.frobeniusNormedAddCommGroup Matrix.frobeniusNormedSpace
```

For any linear $G$, expansion gives

$$E_{\rm mf}(D+tX)=E_{\rm mf}(D)+t\Big[\mathrm{tr}(hX)+\tfrac12\big(\mathrm{tr}(X\,G(D))+\mathrm{tr}(D\,G(X))\big)\Big]+\tfrac{t^2}{2}\mathrm{tr}(X\,G(X)).$$

The bracket is the derivative at $t=0$. The step `e` is this expansion. The closing `attribute` line selects the Frobenius norm, with respect to which differentiability is meant below.

```lean
/-- If `tr(A G(B)) = tr(B G(A))` for all symmetric `A`, `B`, the mean-field energy is
differentiable and its derivative is the Fock matrix. -/
theorem meanFieldEnergy_isFockEnergy (h : SymMat n)
    (hG : ∀ A B, trProd A (G B) = trProd B (G A)) :
    Differentiable ℝ (meanFieldEnergy h G) ∧ IsFockEnergy h G (meanFieldEnergy h G) := by
  constructor
  · -- the energy is a polynomial in the matrix entries
    have lin : ∀ L : SymMat n →ₗ[ℝ] ℝ, Differentiable ℝ (fun D => L D) :=
      fun L => (LinearMap.toContinuousLinearMap L).differentiable
    let entry : n → n → (SymMat n →ₗ[ℝ] ℝ) := fun i j =>
      { toFun := fun D => D.1 i j
        map_add' := fun _ _ => rfl
        map_smul' := fun _ _ => rfl }
    have quad : Differentiable ℝ (fun D : SymMat n => trProd D (G D)) := by
      have e : (fun D : SymMat n => trProd D (G D)) =
          fun D => ∑ i, ∑ j, entry i j D * (entry j i ∘ₗ G) D := by
        funext D
        rfl
      rw [e]
      exact Differentiable.fun_sum fun i _ => Differentiable.fun_sum fun j _ =>
        (lin (entry i j)).fun_mul (lin (entry j i ∘ₗ G))
    have half : Differentiable ℝ (fun D : SymMat n => trProd D (G D) / 2) := by
      simp only [div_eq_mul_inv]
      exact quad.fun_mul (differentiable_const (2⁻¹ : ℝ))
    exact (lin (trProd h)).fun_add half
  · intro D X
    refine (meanFieldEnergy_hasDerivAt h G D X).congr_deriv ?_
    rw [hG D X, fock, map_add, LinearMap.add_apply, trProd_comm (G D) X]
    ring
```

With reciprocity, $\mathrm{tr}(D\,G(X))=\mathrm{tr}(X\,G(D))$, and the bracket becomes $\mathrm{tr}(hX)+\mathrm{tr}(G(D)X)=\mathrm{tr}(F(D)X)$. This is the second half of the proof.

The first half shows full (Fréchet) differentiability. One writes

$$\mathrm{tr}(D\,G(D))=\sum_{i,j}D_{ij}\,G(D)_{ji},$$

a finite sum of products of linear functions of $D$. Linear functions on a finite-dimensional space are differentiable, and so are their products and sums.

```lean
/-- **Integrability of the Fock map.** A differentiable energy with derivative
`tr((h + G(D)) X)` at every `D` along every symmetric `X` exists if and only if
`tr(A G(B)) = tr(B G(A))` for all symmetric `A` and `B`. -/
theorem fock_integrable_iff (h : SymMat n) (G : SymMat n →ₗ[ℝ] SymMat n) :
    (∃ E : SymMat n → ℝ, Differentiable ℝ E ∧ IsFockEnergy h G E) ↔
      ∀ A B, trProd A (G B) = trProd B (G A) :=
  ⟨fun ⟨_, _, hE⟩ => reciprocity_of_energy hE,
    fun hG => ⟨meanFieldEnergy h G, meanFieldEnergy_isFockEnergy h hG⟩⟩
```

This is the result stated at the start. `∃ E` asks for an energy that is differentiable and has the prescribed derivative. The two lines of proof are the two directions: `reciprocity_of_energy` for the first, and $E_{\rm mf}$ as the required energy for the second.

```lean
/-- Every energy whose derivative is the Fock matrix equals the mean-field energy plus its
own value at zero density. -/
theorem energy_unique (hE : IsFockEnergy h G E) (D : SymMat n) :
    E D = E 0 + meanFieldEnergy h G D := by
  have h1 := energy_increment hE 0 D
  rw [zero_add] at h1
  simp only [fock, map_zero, add_zero] at h1
  rw [meanFieldEnergy, trProd_comm D (G D)]
  linarith
```

Setting the starting point to zero in the increment formula gives $E(D)=E(0)+E_{\rm mf}(D)$. The Fock map therefore fixes its energy up to a constant.

## A Coulomb and exchange field that has an energy

```lean
/-- The exchange matrix `S D S` of the factorised integrals `(pq|rs) = S_pq S_rs`. -/
def exchange (S : SymMat n) : SymMat n →ₗ[ℝ] SymMat n where
  toFun D := ⟨S.1 * D.1 * S.1, by
    have hS : S.1.transpose = S.1 := S.2
    have hD : D.1.transpose = D.1 := D.2
    show (S.1 * D.1 * S.1).transpose = S.1 * D.1 * S.1
    rw [Matrix.transpose_mul, Matrix.transpose_mul, hS, hD, Matrix.mul_assoc]⟩
  map_add' A B := Subtype.ext (by
    show S.1 * (A.1 + B.1) * S.1 = S.1 * A.1 * S.1 + S.1 * B.1 * S.1
    rw [Matrix.mul_add, Matrix.add_mul])
  map_smul' c A := Subtype.ext (by
    show S.1 * (c • A.1) * S.1 = c • (S.1 * A.1 * S.1)
    rw [Matrix.mul_smul, Matrix.smul_mul])
```

Take two-electron integrals of the special form $(pq|rs)=S_{pq}S_{rs}$, with $S$ any real symmetric matrix, not necessarily the overlap matrix. The exchange matrix is

$$K_{pq}=\sum_{r,s}(pr|qs)D_{rs}=(SDS)_{pq}.$$

The proofs inside the definition check that $SDS$ is symmetric and linear in $D$.

```lean
/-- Coulomb minus half exchange, `tr(S D) S - S D S / 2`, for factorised integrals. -/
def factorised (S : SymMat n) : SymMat n →ₗ[ℝ] SymMat n :=
  (trProd S).smulRight S - (1 / 2 : ℝ) • exchange S
```

The Coulomb matrix is $\mathrm{tr}(SD)\,S$, so $G(D)=\mathrm{tr}(SD)\,S-\tfrac12SDS$. The factor one half is the closed-shell convention, in which $D$ counts both spins.

```lean
/-- For factorised integrals the derivative of the mean-field energy is the Fock matrix. -/
theorem isFockEnergy_witness (h S : SymMat n) :
    IsFockEnergy h (factorised S) (meanFieldEnergy h (factorised S)) := by
  refine (meanFieldEnergy_isFockEnergy h fun A B => ?_).2
  -- cyclicity of the trace makes the exchange part reciprocal
  have key : trProd A (exchange S B) = trProd B (exchange S A) := by
    show (A.1 * (S.1 * B.1 * S.1)).trace = (B.1 * (S.1 * A.1 * S.1)).trace
    have e1 : A.1 * (S.1 * B.1 * S.1) = (A.1 * S.1) * (B.1 * S.1) := by
      simp only [Matrix.mul_assoc]
    have e2 : B.1 * (S.1 * A.1 * S.1) = (B.1 * S.1) * (A.1 * S.1) := by
      simp only [Matrix.mul_assoc]
    rw [e1, e2, Matrix.trace_mul_comm]
  simp only [factorised, LinearMap.sub_apply, LinearMap.smul_apply, LinearMap.smulRight_apply,
    map_sub, map_smul, smul_eq_mul]
  rw [key, trProd_comm A S, trProd_comm B S]
  ring
```

Here

$$\mathrm{tr}(A\,G(B))=\mathrm{tr}(SB)\,\mathrm{tr}(AS)-\tfrac12\mathrm{tr}(ASBS).$$

The first term is unchanged when $A$ and $B$ are swapped, and so is the second, since $\mathrm{tr}(ASBS)=\mathrm{tr}(BSAS)$ by cyclicity. The latter is `key`. Reciprocity holds, and the mean-field energy has the Fock matrix as its derivative.

## A one-way response that has none

```lean
/-- The density matrix with one electron in orbital `i` of two. -/
def occ (i : Fin 2) : SymMat (Fin 2) :=
  ⟨Matrix.diagonal (Pi.single i 1), Matrix.diagonal_transpose _⟩
```

For two orthonormal orbitals, labelled 0 and 1, `occ i` is the diagonal matrix $P_i$ with a single 1 at position $i$.

```lean
/-- A one-way response: the occupation of orbital 0 shifts the level of orbital 1. -/
def oneWay : SymMat (Fin 2) →ₗ[ℝ] SymMat (Fin 2) :=
  (trProd (occ 0)).smulRight (occ 1)
```

This is $G(D)=\mathrm{tr}(P_0D)\,P_1=D_{00}P_1$. Orbital 1 feels the occupation of orbital 0, but orbital 0 feels nothing in return.

```lean
/-- With the one-way response, no energy has the Fock matrix as its derivative. -/
theorem oneWay_not_integrable (h : SymMat (Fin 2)) :
    ¬ ∃ E : SymMat (Fin 2) → ℝ, IsFockEnergy h oneWay E := by
  rintro ⟨E, hE⟩
  have v : ∀ i j, trProd (occ i) (occ j) = if i = j then 1 else 0 := by
    intro i j
    show ((occ i).1 * (occ j).1).trace = _
    fin_cases i <;> fin_cases j <;>
      simp [occ, Matrix.diagonal_mul_diagonal, Matrix.trace_diagonal, Fin.sum_univ_two]
  have key := reciprocity_of_energy hE (occ 0) (occ 1)
  simp [oneWay, v] at key

end FockIntegrability
```

The step `v` records $\mathrm{tr}(P_iP_j)=\delta_{ij}$. Hence

$$\mathrm{tr}(P_0\,G(P_1))=0,\qquad \mathrm{tr}(P_1\,G(P_0))=1,$$

and reciprocity would require $0=1$. The theorem excludes every $E$ with the prescribed directional derivatives, whether or not it is Fréchet differentiable, and for every $h$. It relies on derivatives along all symmetric $X$, including those that change the electron number. If only changes with $\mathrm{tr}\,X=0$ are allowed, then $X_{11}=-X_{00}$, and $\mathrm{tr}(hD)-\tfrac12D_{00}^2$ does have the derivative $\mathrm{tr}\big((h+G(D))X\big)$.

```lean
#print axioms FockIntegrability.meanFieldEnergy_isFockEnergy
#print axioms FockIntegrability.fock_integrable_iff
#print axioms FockIntegrability.energy_unique
#print axioms FockIntegrability.oneWay_not_integrable
```

```
'FockIntegrability.meanFieldEnergy_isFockEnergy' depends on axioms: [propext, Classical.choice, Quot.sound]
'FockIntegrability.fock_integrable_iff' depends on axioms: [propext, Classical.choice, Quot.sound]
'FockIntegrability.energy_unique' depends on axioms: [propext, Classical.choice, Quot.sound]
'FockIntegrability.oneWay_not_integrable' depends on axioms: [propext, Classical.choice, Quot.sound]
```
